# Weak-field limits of the Stokes V and Q signals of a Zeeman-split line

## Profiles, shifts and signs

Let $f:\mathbb R\to\mathbb R$ be the profile of an unsplit spectral line, $x$ a position in the spectrum on a frequency scale, and $d$ the field strength, in units that make the splittings numbers times $d$. The π components, labelled by $i$, have weights $p_i$ and shifts $d\,a_i$. The σ components of one circular polarization, labelled by $j$, have weights $q_j$ and shifts $d\,b_j$; those of the other have the same weights and shifts $-d\,b_j$. A component displaced by $+s$ has the profile $f(x-s)$.

In Lean the labels run over finite types `ι` and `κ`, and weights and shifts are arbitrary real functions on them. Weights independent of $d$ and shifts proportional to $d$ describe the linear Zeeman regime, before the field mixes levels.

```lean
import Mathlib

open Filter Topology

namespace WeakFieldStokes

noncomputable section

variable {ι κ : Type*} [Fintype ι] [Fintype κ] (p a : ι → ℝ) (q b : κ → ℝ)
```

The circular signal is half the difference of the two σ profiles:

$$V(d)=\sum_j q_j\,\frac{f(x-d\,b_j)-f(x+d\,b_j)}{2}.$$

If $x$ is a wavelength instead, the shifts take the opposite sign, and so does the slope of the profile, so the signal at a given point of the line is the same.

```lean
/-- Circular polarization signal at position `x` and field strength `d`: half the difference of
the two σ profiles, whose components have weights `q` and shifts `d * b` and `-d * b`. -/
def stokesV (f : ℝ → ℝ) (x d : ℝ) : ℝ :=
  ∑ j, q j * (f (x - d * b j) - f (x + d * b j)) / 2
```

The linear signal is the π profile minus the mean of the two σ profiles:

$$Q(d)=\sum_i p_i f(x-d\,a_i)-\sum_j q_j\,\frac{f(x-d\,b_j)+f(x+d\,b_j)}{2}.$$

Both signals are plain superpositions of shifted profiles. Factors for the direction of the field are left out, and so is radiative transfer through an optically thick medium. The two signals also differ in scale: with weights $p$ and $q$ that each sum to 1, a field along the line of sight gives the circular signal $V$, while a field perpendicular to it gives the linear signal $Q/2$ on the same intensity scale.

```lean
/-- Linear polarization signal at position `x` and field strength `d`: the π profile, with
weights `p` and shifts `d * a`, minus the mean of the two σ profiles. -/
def stokesQ (f : ℝ → ℝ) (x d : ℝ) : ℝ :=
  ∑ i, p i * f (x - d * a i) - ∑ j, q j * (f (x - d * b j) + f (x + d * b j)) / 2
```

## Differentiating with respect to the field

For a fixed shift coefficient $s$, the chain rule gives

$$\frac{d}{dt}f(x-ts)=-s\,f'(x-ts),\qquad \frac{d}{dt}f(x+ts)=s\,f'(x+ts).$$

The statement `HasDerivAt f m y` says that $f$ is differentiable at $y$ with derivative $m$. The lemma evaluates both formulas at $t=d$, with `m` and `m'` the slopes of $f$ at the two displaced points. Its proof composes $f$ with the affine maps $t\mapsto x\mp ts$.

```lean
/-- Rate of change with the field strength of a profile shifted by `d * s` and of one shifted
by `-d * s`. -/
theorem hasDerivAt_shift {f : ℝ → ℝ} {m m' : ℝ} (x s d : ℝ)
    (h : HasDerivAt f m (x - d * s)) (h' : HasDerivAt f m' (x + d * s)) :
    HasDerivAt (fun t => f (x - t * s)) (-(m * s)) d ∧
      HasDerivAt (fun t => f (x + t * s)) (m' * s) d := by
  have hl : HasDerivAt (fun t : ℝ => t * s) s d := by
    simpa using (hasDerivAt_id' d).mul_const s
  constructor
  · exact (h.comp d (hl.const_sub x)).congr_deriv (by ring)
  · exact h'.comp d (hl.const_add x)
```

If a signal $F$ satisfies $F(0)=0$, then

$$\frac{F(d)}{d}=\frac{F(d)-F(0)}{d-0}\longrightarrow F'(0).$$

The filter `𝓝[≠] 0` means that $d$ approaches zero from both sides without being equal to it.

```lean
/-- A signal that vanishes at zero field, divided by the field strength, tends to its
derivative at zero field. -/
theorem tendsto_div_field {F : ℝ → ℝ} {c : ℝ} (h0 : F 0 = 0) (hF : HasDerivAt F c 0) :
    Tendsto (fun d => F d / d) (𝓝[≠] 0) (𝓝 c) := by
  refine (hasDerivAt_iff_tendsto_slope.mp hF).congr fun d => ?_
  rw [slope_def_field, h0, sub_zero, sub_zero]
```

If $F'(0)=0$ as well, l'Hôpital's rule applies to $F(d)/d^2$. Numerator and denominator both tend to zero, the derivative $2d$ of the denominator is nonzero for $d\neq0$, and the previous step applied to $F'$ gives

$$\frac{F'(d)}{2d}\longrightarrow\frac{F''(0)}{2}.$$

The proof checks these conditions one by one. The lemma assumes $F$ differentiable everywhere, although a neighbourhood of zero would be enough, and $F'$ differentiable only at zero.

```lean
/-- A signal that vanishes at zero field together with its first derivative, divided by the
square of the field strength, tends to half its second derivative at zero field. -/
theorem tendsto_div_field_sq {F F' : ℝ → ℝ} {c : ℝ} (hF : ∀ d, HasDerivAt F (F' d) d)
    (h0 : F 0 = 0) (h0' : F' 0 = 0) (hF' : HasDerivAt F' c 0) :
    Tendsto (fun d => F d / d ^ 2) (𝓝[≠] 0) (𝓝 (c / 2)) := by
  -- l'Hôpital's rule reduces the claim to the first-order limit of `F'`
  apply HasDerivAt.lhopital_zero_nhdsNE (f' := F') (g' := fun d => 2 * d)
  · exact Eventually.of_forall hF
  · exact Eventually.of_forall fun d => by simpa using hasDerivAt_pow 2 d
  · filter_upwards [self_mem_nhdsWithin] with d hd
    exact mul_ne_zero two_ne_zero hd
  · have h := (hF 0).continuousAt.tendsto
    rw [h0] at h
    exact h.mono_left nhdsWithin_le_nhds
  · have h : Continuous fun d : ℝ => d ^ 2 := by fun_prop
    exact (h.tendsto' 0 0 (by norm_num)).mono_left nhdsWithin_le_nhds
  · refine ((tendsto_div_field h0' hF').div_const 2).congr fun d => ?_
    show F' d / d / 2 = F' d / (2 * d)
    ring
```

## The circular signal follows the slope

At $d=0$ the two σ profiles coincide, so $V(0)=0$. The derivative of the $j$-th term at zero field is

$$\frac{q_j}{2}\bigl(-b_jf'(x)-b_jf'(x)\bigr)=-q_jb_jf'(x),$$

and summing over $j$ gives

$$\frac{V(d)}{d}\longrightarrow-\Bigl(\sum_j q_jb_j\Bigr)f'(x).$$

The theorem writes `m` for $f'(x)$ and assumes differentiability at $x$ alone. When the $q_j$ sum to 1, the bracket is the mean shift per unit field of the σ components displaced by $+d\,b_j$. In this model of superposed profiles with a known splitting pattern, the ratio of $V$ to the slope of the line therefore measures a weak field to leading order, provided that the slope and the bracket are nonzero. With the omitted angular factor restored, what it measures is the component of the field along the line of sight.

```lean
/-- Weak-field circular polarization: `V / d` tends to minus the sum of the `q j * b j` times the
slope of the profile. -/
theorem stokesV_weak_field {f : ℝ → ℝ} {m x : ℝ} (hf : HasDerivAt f m x) :
    Tendsto (fun d => stokesV q b f x d / d) (𝓝[≠] 0) (𝓝 (-(∑ j, q j * b j) * m)) := by
  apply tendsto_div_field
  · simp [stokesV]
  · have h : ∀ j, HasDerivAt (fun d => q j * (f (x - d * b j) - f (x + d * b j)) / 2)
        (-(q j * b j) * m) 0 := fun j => by
      have hs := hasDerivAt_shift (f := f) (m := m) (m' := m) x (b j) 0
        (by simpa using hf) (by simpa using hf)
      exact (((hs.1.fun_sub hs.2).const_mul (q j)).div_const 2).congr_deriv (by ring)
    refine (HasDerivAt.fun_sum fun j _ => h j).congr_deriv ?_
    rw [← Finset.sum_neg_distrib, Finset.sum_mul]
```

## The linear signal at zeroth and first order

At zero field every component sits at $x$, and

$$Q(0)=\Bigl(\sum_i p_i-\sum_j q_j\Bigr)f(x).$$

This vanishes when the total strengths are equal, which is the hypothesis `hpq`. Physically, it says that the unsplit line carries no linear polarization. Weights $p$ and $q$ that each sum to 1 are a special case.

```lean
/-- If the π and σ components have equal total strength, the linear polarization vanishes at
zero field. -/
theorem stokesQ_zero_field (hpq : ∑ i, p i = ∑ j, q j) (f : ℝ → ℝ) (x : ℝ) :
    stokesQ p a q b f x 0 = 0 := by
  have h1 : ∑ i, p i * f (x - 0 * a i) = (∑ i, p i) * f x := by
    simp [Finset.sum_mul]
  have h2 : ∑ j, q j * (f (x - 0 * b j) + f (x + 0 * b j)) / 2 = (∑ j, q j) * f x := by
    rw [Finset.sum_mul]
    refine Finset.sum_congr rfl fun j _ => ?_
    rw [zero_mul, sub_zero, add_zero]
    ring
  rw [stokesQ, h1, h2, hpq, sub_self]
```

To first order the σ terms cancel, because the two profiles move in opposite directions:

$$Q'(0)=-\sum_i p_ia_i f'(x)-\sum_j\frac{q_j}{2}\bigl(-b_j+b_j\bigr)f'(x)=-\Bigl(\sum_i p_ia_i\Bigr)f'(x).$$

Since $Q(0)=0$, this is also the limit of $Q/d$. In the proof, `h1` is the derivative of a π term and `h2` the cancellation in a σ term.

```lean
/-- For equal total strengths, `Q / d` tends to minus the first moment of the π shifts per unit
field times the slope of the profile. -/
theorem stokesQ_first_order (hpq : ∑ i, p i = ∑ j, q j) {f : ℝ → ℝ} {m x : ℝ}
    (hf : HasDerivAt f m x) :
    Tendsto (fun d => stokesQ p a q b f x d / d) (𝓝[≠] 0) (𝓝 (-(∑ i, p i * a i) * m)) := by
  apply tendsto_div_field (stokesQ_zero_field p a q b hpq f x)
  have hs := fun s => hasDerivAt_shift (f := f) (m := m) (m' := m) x s 0
    (by simpa using hf) (by simpa using hf)
  have h1 : ∀ i, HasDerivAt (fun d => p i * f (x - d * a i)) (-(p i * a i) * m) 0 :=
    fun i => ((hs (a i)).1.const_mul (p i)).congr_deriv (by ring)
  -- the two σ profiles move in opposite directions and cancel
  have h2 : ∀ j, HasDerivAt (fun d => q j * (f (x - d * b j) + f (x + d * b j)) / 2) 0 0 :=
    fun j => ((((hs (b j)).1.fun_add (hs (b j)).2).const_mul (q j)).div_const 2).congr_deriv
      (by ring)
  refine ((HasDerivAt.fun_sum fun i _ => h1 i).fun_sub
    (HasDerivAt.fun_sum fun j _ => h2 j)).congr_deriv ?_
  rw [Finset.sum_const_zero, sub_zero, ← Finset.sum_neg_distrib, Finset.sum_mul]
```

## Centred π components give a quadratic signal

Keep the total strengths equal and assume also that $\sum_i p_ia_i=0$, the hypothesis `hpa`. For normalised weights it says that the centre of gravity of the π components stays at the unsplit line, as it does for a pattern symmetric about that line. At general $d$,

$$Q'(d)=-\sum_i p_ia_if'(x-d\,a_i)-\sum_j\frac{q_j}{2}\bigl(-b_jf'(x-d\,b_j)+b_jf'(x+d\,b_j)\bigr).$$

This is zero at $d=0$. Differentiating once more, each π term gives $p_ia_i^2f''(x)$, and the two halves of each σ term add up to $q_jb_j^2f''(x)$. Hence

$$Q''(0)=\Bigl(\sum_i p_ia_i^2-\sum_j q_jb_j^2\Bigr)f''(x),\qquad \frac{Q(d)}{d^2}\longrightarrow\frac{Q''(0)}{2}.$$

In Lean `c` stands for $f''(x)$. The theorem assumes that the profile is differentiable everywhere and `f'` differentiable at $x$; every twice continuously differentiable profile qualifies. The four parts of the proof supply $Q'(d)$, $Q(0)=0$, $Q'(0)=0$ and $Q''(0)$ to the second-order limit lemma.

```lean
/-- Weak-field linear polarization: for equal total strengths and centred π components, `Q / d ^ 2`
tends to the difference of the second moments of the π and σ shifts per unit field times half the
second derivative `c` of the profile. -/
theorem stokesQ_weak_field (hpq : ∑ i, p i = ∑ j, q j) (hpa : ∑ i, p i * a i = 0)
    {f f' : ℝ → ℝ} {c x : ℝ} (hf : ∀ y, HasDerivAt f (f' y) y) (hf' : HasDerivAt f' c x) :
    Tendsto (fun d => stokesQ p a q b f x d / d ^ 2) (𝓝[≠] 0)
      (𝓝 ((∑ i, p i * a i ^ 2 - ∑ j, q j * b j ^ 2) * c / 2)) := by
  apply tendsto_div_field_sq (F' := fun d => ∑ i, p i * -(f' (x - d * a i) * a i) -
    ∑ j, q j * (-(f' (x - d * b j) * b j) + f' (x + d * b j) * b j) / 2)
  · intro d
    have hs := fun s => hasDerivAt_shift x s d (hf (x - d * s)) (hf (x + d * s))
    exact (HasDerivAt.fun_sum fun i _ => (hs (a i)).1.const_mul (p i)).fun_sub
      (HasDerivAt.fun_sum fun j _ =>
        (((hs (b j)).1.fun_add (hs (b j)).2).const_mul (q j)).div_const 2)
  · exact stokesQ_zero_field p a q b hpq f x
  · -- the slope at zero field is proportional to the first moment of the π shifts
    have h1 : ∑ i, p i * -(f' (x - 0 * a i) * a i) = -(∑ i, p i * a i) * f' x := by
      rw [← Finset.sum_neg_distrib, Finset.sum_mul]
      refine Finset.sum_congr rfl fun i _ => ?_
      rw [zero_mul, sub_zero]
      ring
    have h2 : ∑ j, q j * (-(f' (x - 0 * b j) * b j) + f' (x + 0 * b j) * b j) / 2 = 0 := by
      refine Finset.sum_eq_zero fun j _ => ?_
      rw [zero_mul, sub_zero, add_zero]
      ring
    show _ - _ = (0 : ℝ)
    rw [h1, h2, hpa, neg_zero, zero_mul, sub_zero]
  · have hs := fun s => hasDerivAt_shift (f := f') (m := c) (m' := c) x s 0
      (by simpa using hf') (by simpa using hf')
    have h1 : ∀ i, HasDerivAt (fun d => p i * -(f' (x - d * a i) * a i))
        (p i * a i ^ 2 * c) 0 := fun i =>
      (((hs (a i)).1.mul_const (a i)).fun_neg.const_mul (p i)).congr_deriv (by ring)
    have h2 : ∀ j, HasDerivAt
        (fun d => q j * (-(f' (x - d * b j) * b j) + f' (x + d * b j) * b j) / 2)
        (q j * b j ^ 2 * c) 0 := fun j =>
      (((((hs (b j)).1.mul_const (b j)).fun_neg.fun_add
        ((hs (b j)).2.mul_const (b j))).const_mul (q j)).div_const 2).congr_deriv (by ring)
    refine ((HasDerivAt.fun_sum fun i _ => h1 i).fun_sub
      (HasDerivAt.fun_sum fun j _ => h2 j)).congr_deriv ?_
    rw [sub_mul, Finset.sum_mul, Finset.sum_mul]
```

Where the profile has a nonzero slope, centring is also necessary for a finite quadratic limit. If $Q/d^2\to l$, then

$$\frac{Q}{d}=\frac{Q}{d^2}\,d\longrightarrow l\cdot0=0.$$

The same quotient tends to $-(\sum_i p_ia_i)f'(x)$, and limits are unique, so $\sum_i p_ia_i=0$.

```lean
/-- Converse: for equal total strengths and a nonzero slope of the profile, a finite limit of
`Q / d ^ 2` forces the first moment of the π shifts to vanish. -/
theorem centred_of_quadratic (hpq : ∑ i, p i = ∑ j, q j) {f : ℝ → ℝ} {m x l : ℝ}
    (hf : HasDerivAt f m x) (hm : m ≠ 0)
    (hl : Tendsto (fun d => stokesQ p a q b f x d / d ^ 2) (𝓝[≠] 0) (𝓝 l)) :
    ∑ i, p i * a i = 0 := by
  have hd : Tendsto (fun d : ℝ => d) (𝓝[≠] 0) (𝓝 0) := tendsto_id.mono_left nhdsWithin_le_nhds
  have h : Tendsto (fun d => stokesQ p a q b f x d / d) (𝓝[≠] 0) (𝓝 (l * 0)) := by
    refine (hl.mul hd).congr' ?_
    filter_upwards [self_mem_nhdsWithin] with d hd0
    have hd1 : d ≠ 0 := hd0
    field_simp
  have he := tendsto_nhds_unique (stokesQ_first_order p a q b hpq hf) h
  rw [mul_zero] at he
  exact neg_eq_zero.mp ((mul_eq_zero.mp he).resolve_right hm)
```

## A ratio in which the field strength cancels

Suppose that $\sum_j q_jb_j$ and $f'(x)$ are both nonzero, in addition to equal strengths and centring. For $d\neq0$ the powers of $d$ cancel, and the two weak-field limits give

$$\frac{Q}{V^2}=\frac{Q/d^2}{(V/d)^2}\longrightarrow\frac{\bigl(\sum_i p_ia_i^2-\sum_j q_jb_j^2\bigr)f''(x)}{2\bigl(\sum_j q_jb_j\bigr)^2f'(x)^2}.$$

The limit depends only on the profile at $x$ and the splitting pattern. In an observed ratio, the omitted factors would bring in the direction of the field and the factor $1/2$ between $Q$ as defined here and the linear signal.

```lean
/-- For equal total strengths, centred π components, nonzero first moment of the σ shifts and
nonzero slope of the profile, `Q / V ^ 2` tends to a value fixed by the profile and the splitting
pattern as the field goes to zero. -/
theorem stokes_ratio (hpq : ∑ i, p i = ∑ j, q j) (hpa : ∑ i, p i * a i = 0)
    (hqb : ∑ j, q j * b j ≠ 0) {f f' : ℝ → ℝ} {c x : ℝ}
    (hf : ∀ y, HasDerivAt f (f' y) y) (hf' : HasDerivAt f' c x) (hx : f' x ≠ 0) :
    Tendsto (fun d => stokesQ p a q b f x d / stokesV q b f x d ^ 2) (𝓝[≠] 0)
      (𝓝 ((∑ i, p i * a i ^ 2 - ∑ j, q j * b j ^ 2) * c / 2 /
        (-(∑ j, q j * b j) * f' x) ^ 2)) := by
  have hne : (-(∑ j, q j * b j) * f' x) ^ 2 ≠ 0 :=
    pow_ne_zero 2 (mul_ne_zero (neg_ne_zero.mpr hqb) hx)
  refine ((stokesQ_weak_field p a q b hpq hpa hf hf').div
    ((stokesV_weak_field q b (hf x)).pow 2) hne).congr' ?_
  filter_upwards [self_mem_nhdsWithin] with d hd
  -- the powers of the field strength cancel
  show stokesQ p a q b f x d / d ^ 2 / (stokesV q b f x d / d) ^ 2 = _
  rw [div_pow, div_div_div_cancel_right₀ (pow_ne_zero 2 hd)]
```

## A line between two levels with $J=1/2$

Let the upper and lower levels have Landé factors $g_u$ and $g_l$. A transition is shifted by $d(g_uM_u-g_lM_l)$, where $M_u$ and $M_l$ are the magnetic quantum numbers. The π transitions keep $M=\pm1/2$ and have $a=\pm(g_u-g_l)/2$, each with weight $1/2$. Each σ profile has a single component of weight 1, with $b=(g_u+g_l)/2$. Thus

$$\sum_i p_ia_i^2-\sum_j q_jb_j^2=\frac{(g_u-g_l)^2-(g_u+g_l)^2}{4}=-g_ug_l,$$

and $Q/d^2\to-g_ug_lf''(x)/2$.

The Lean theorem takes these shifts and weights as input and does not derive them from angular momentum theory. The two-entry vectors hold the π data, and `Unit` labels the single σ component. The proof checks equal strengths and centring, then simplifies the second moments.

```lean
/-- Line between two `J = 1/2` levels with Landé factors `gu` and `gl`: the π components lie at `±d
* (gu - gl) / 2` from the unsplit line, the σ components at `±d * (gu + gl) / 2`, and `Q / d ^ 2`
tends to `-gu * gl` times half the second derivative of the profile. -/
theorem stokesQ_half_half (gu gl : ℝ) {f f' : ℝ → ℝ} {c x : ℝ}
    (hf : ∀ y, HasDerivAt f (f' y) y) (hf' : HasDerivAt f' c x) :
    Tendsto (fun d => stokesQ ![1 / 2, 1 / 2] ![(gu - gl) / 2, -((gu - gl) / 2)]
      (fun _ : Unit => 1) (fun _ => (gu + gl) / 2) f x d / d ^ 2) (𝓝[≠] 0)
      (𝓝 (-(gu * gl) * c / 2)) := by
  have h := stokesQ_weak_field ![1 / 2, 1 / 2] ![(gu - gl) / 2, -((gu - gl) / 2)]
    (fun _ : Unit => 1) (fun _ => (gu + gl) / 2)
    (by norm_num [Fin.sum_univ_two])
    (by
      simp only [Fin.sum_univ_two, Matrix.cons_val_zero, Matrix.cons_val_one]
      ring) hf hf'
  convert h using 2
  simp only [Fin.sum_univ_two, Finset.univ_unique, Finset.sum_singleton,
    Matrix.cons_val_zero, Matrix.cons_val_one]
  ring

end

end WeakFieldStokes
```

```lean
#print axioms WeakFieldStokes.stokesQ_weak_field
#print axioms WeakFieldStokes.centred_of_quadratic
#print axioms WeakFieldStokes.stokes_ratio
#print axioms WeakFieldStokes.stokesQ_half_half
```

```
'WeakFieldStokes.stokesQ_weak_field' depends on axioms: [propext, Classical.choice, Quot.sound]
'WeakFieldStokes.centred_of_quadratic' depends on axioms: [propext, Classical.choice, Quot.sound]
'WeakFieldStokes.stokes_ratio' depends on axioms: [propext, Classical.choice, Quot.sound]
'WeakFieldStokes.stokesQ_half_half' depends on axioms: [propext, Classical.choice, Quot.sound]
```

## Numbers for a Lorentzian profile

Take $g_u=2/3$, $g_l=2$ and $f(x)=1/(1+x^2)$. Then $a=\pm2/3$ and $b=4/3$, and the difference of second moments is $4/9-16/9=-4/3$.

At the line centre $f''(0)=-2$, so the predicted limit of $Q/d^2$ is $4/3$. Direct evaluation gives

$$\frac{Q}{d^2}=\frac{4/3}{(1+4d^2/9)(1+16d^2/9)},$$

which is about $1.304$ at $d=0.1$.

At $x=1$ the slope is $f'(1)=-1/2$, so $V/d$ should tend to $2/3$. With $u=4d/3$, the exact signal is $V=2u/(4+u^4)$, and at $d=0.1$ this gives $V/d\approx0.6666$.
